# A nondegenerate level of an exchange-invariant matrix on finitely many configurations is wholly symmetric or wholly antisymmetric

## Wavefunctions with no symmetry imposed

Suppose a Hamiltonian treats \(N\) particles alike: must its eigenfunctions have a definite symmetry under exchange? The question has content only if the wavefunctions are free to have none. The Hamiltonian therefore acts here on all complex functions of labelled configurations, and not on a space that has already been symmetrised or antisymmetrised. In this full space, a one-dimensional eigenspace contains either only symmetric functions or only antisymmetric ones.

Each particle has a finite set \(X\) of one-particle states, for instance grid points or basis orbitals, with or without a spin label. A configuration is \(x=(x_0,\dots,x_{N-1})\), and a wavefunction assigns a complex number \(F(x)\) to each configuration. For a permutation \(\sigma\) of the particle labels, put

\[
(P_\sigma F)(x)=F(x\circ\sigma),\qquad x\circ\sigma=(x_{\sigma(0)},\dots,x_{\sigma(N-1)}).
\]

With this convention \(P_\sigma P_\tau=P_{\sigma\tau}\). Some textbooks put \(\sigma^{-1}\) in place of \(\sigma\), which changes neither symmetry class, since both are defined by a condition on all permutations.

## Exchange invariance in the matrix elements

The assumption on \(H\) is that \(HP_\sigma=P_\sigma H\) for every \(\sigma\). Physically, the particles have the same mass, the same charge and the same couplings. An equivalent condition is

\[
H(x\circ\sigma,\,y\circ\sigma)=H(x,y)\quad\text{for all }\sigma,x,y .
\]

If this holds, then substituting \(z=y\circ\sigma\) gives

\[
(HP_\sigma F)(x)=\sum_y H(x\circ\sigma,y\circ\sigma)F(y\circ\sigma)=\sum_z H(x\circ\sigma,z)F(z)=(P_\sigma HF)(x).
\]

Conversely, let \(\delta_y\) be the function that is 1 at \(y\) and 0 elsewhere. Then \(P_\sigma\delta_{y\circ\sigma}=\delta_y\), and the commutation relation applied to \(\delta_{y\circ\sigma}\), evaluated at \(x\), reads \(H(x,y)=H(x\circ\sigma,y\circ\sigma)\).

## From one dimension to one sign

Let the eigenspace of \(H\) at \(E\) be spanned by \(G\neq0\). Since

\[
H(P_\sigma G)=P_\sigma(HG)=E\,P_\sigma G,
\]

the function \(P_\sigma G\) lies in the same eigenspace, so \(P_\sigma G=c(\sigma)G\) for some number \(c(\sigma)\). The identity permutation gives \(c(1)=1\), and

\[
c(\sigma\tau)G=P_\sigma P_\tau G=c(\tau)P_\sigma G=c(\sigma)c(\tau)G
\]

gives \(c(\sigma\tau)=c(\sigma)c(\tau)\).

A transposition \(s\) satisfies \(s^2=1\), hence \(c(s)^2=1\) and \(c(s)=\pm1\). Any two transpositions are conjugate, \(s'=\pi s\pi^{-1}\), so

\[
c(s')=c(\pi)c(s)c(\pi^{-1})=c(s).
\]

All transpositions thus share one value. Every permutation is a product of some number \(k\) of transpositions, so \(c(\sigma)\) is either always \(1\) or always \((-1)^k=\operatorname{sgn}\sigma\). Any other element of the eigenspace is \(F=aG\), and \(P_\sigma F=c(\sigma)F\) with the same numbers.

For \(N\ge2\) a nonzero \(F\) cannot belong to both classes, because a transposition would give \(F=-F\). For \(N\le1\) the only permutation is the identity, and every function belongs to both.

The contrapositive concerns eigenfunctions with neither symmetry. Such a function is nonzero, since the zero function is symmetric. Its eigenspace therefore has dimension at least one, but not exactly one, hence at least two.

## Two particles on two sites

Take two particles on sites 0 and 1, with hopping amplitude \(-t\), where \(t\) is real and nonzero, and repulsion \(U>0\) when both occupy the same site. In the order \(00,01,10,11\),

\[
H=\begin{pmatrix}U&-t&-t&0\\-t&0&0&-t\\-t&0&0&-t\\0&-t&-t&U\end{pmatrix}.
\]

Its eigenvalues \(0\), \(U\) and \(\tfrac12\bigl(U\pm\sqrt{U^2+16t^2}\bigr)\) are distinct. Diagonalisation returns the antisymmetric vector \((0,1,-1,0)/\sqrt2\) at \(0\) and symmetric vectors at the other three, although no symmetry was put in. For electrons with this spin-independent \(H\), the first is the spatial part of a triplet and the others are spatial parts of singlets.

At \(U=0\) two levels merge at energy \(0\). The vector \((1,1,-1,-1)/2\), a product of one antibonding and one bonding orbital, is now an eigenvector with neither symmetry. This dimer is an illustration and does not appear in the Lean code.

## The statement in Lean

The type `Fin N → X` holds the configurations, `permute σ F` is \(P_\sigma F\), and `ExchangeInvariant H` is the commutation relation. `IsSymmetric` and `IsAntisymmetric` quantify over all permutations. `level H E` is the eigenspace, and `mem_level` identifies its elements as the solutions of \(HF=EF\), zero included. Nondegeneracy is `Module.finrank ℂ (level H E) = 1`.

The main theorem, `symmetric_or_antisymmetric`, says that under these two hypotheses all functions in the level are symmetric or all are antisymmetric. `H` is called a Hamiltonian but need not be Hermitian, and `E` may be complex. Degeneracy is counted in the full labelled space: a level that is nondegenerate among antisymmetric functions alone may still be degenerate here.

The theorem does not say which symmetry occurs. That electrons require total antisymmetry remains a separate postulate. For real particles in continuous space the model is an approximation: it replaces their infinitely many independent one-particle states by the finite set `X`.

In electronic structure, for a spin-free Hamiltonian in a finite orbital basis, the result means that a spatial eigenfunction of mixed permutation symmetry always belongs to a degenerate spatial level.

```lean
import Mathlib

open Matrix Equiv

namespace ExchangeSymmetry

noncomputable section

variable {N : ℕ} {X : Type*}

/-- The permutation operator: it relabels the particles in a wavefunction. -/
def permute (σ : Perm (Fin N)) (F : (Fin N → X) → ℂ) : (Fin N → X) → ℂ :=
  fun x => F (x ∘ σ)

/-- A wavefunction is symmetric if every permutation of the particles leaves it unchanged. -/
def IsSymmetric (F : (Fin N → X) → ℂ) : Prop :=
  ∀ σ, permute σ F = F

/-- A wavefunction is antisymmetric if every permutation multiplies it by its sign. -/
def IsAntisymmetric (F : (Fin N → X) → ℂ) : Prop :=
  ∀ σ, permute σ F = ((Perm.sign σ : ℤ) : ℂ) • F

/-- A Hamiltonian is exchange invariant if it commutes with all permutation operators. -/
def ExchangeInvariant [Fintype X] (H : Matrix (Fin N → X) (Fin N → X) ℂ) : Prop :=
  ∀ σ F, H *ᵥ permute σ F = permute σ (H *ᵥ F)

/-- The eigenspace of the Hamiltonian `H` at the number `E`. -/
def level [Fintype X] (H : Matrix (Fin N → X) (Fin N → X) ℂ) (E : ℂ) :
    Submodule ℂ ((Fin N → X) → ℂ) :=
  Module.End.eigenspace H.mulVecLin E

/-- A wavefunction lies in the level `E` exactly when it solves `H F = E F`. -/
theorem mem_level [Fintype X] {H : Matrix (Fin N → X) (Fin N → X) ℂ} {E : ℂ}
    {F : (Fin N → X) → ℂ} : F ∈ level H E ↔ H *ᵥ F = E • F :=
  Module.End.mem_eigenspace_iff

/-- A Hamiltonian is exchange invariant exactly when its matrix elements do not change
under a simultaneous relabelling of the particles in both configurations. -/
theorem exchangeInvariant_iff [Fintype X] (H : Matrix (Fin N → X) (Fin N → X) ℂ) :
    ExchangeInvariant H ↔ ∀ (σ : Perm (Fin N)) x y, H (x ∘ σ) (y ∘ σ) = H x y := by
  classical
  constructor
  · intro h σ x y
    -- test the commutation relation on a single configuration
    have e : permute σ (Pi.single (y ∘ σ) (1 : ℂ)) = Pi.single y (1 : ℂ) := by
      funext z
      by_cases hz : z = y
      · subst hz
        simp [permute]
      · have hne : z ∘ σ ≠ y ∘ σ := fun h' => hz (σ.surjective.injective_comp_right h')
        simp [permute, hz, hne]
    have key := congrFun (h σ (Pi.single (y ∘ σ) (1 : ℂ))) x
    rw [e] at key
    simp only [permute, Matrix.mulVec_single_one] at key
    exact key.symm
  · intro h σ F
    funext x
    simp only [permute, Matrix.mulVec, dotProduct]
    refine Fintype.sum_equiv (σ.symm.arrowCongr (Equiv.refl X)) _ _ fun y => ?_
    show H x y * F (y ∘ σ) = H (x ∘ σ) (y ∘ σ) * F (y ∘ σ)
    rw [h]

/-- A multiplicative assignment of complex numbers to permutations, with value one at the
identity, is either constantly one or the sign. -/
theorem character_trivial_or_sign (χ : Perm (Fin N) →* ℂ) :
    (∀ σ, χ σ = 1) ∨ ∀ σ, χ σ = ((Perm.sign σ : ℤ) : ℂ) := by
  by_cases h : ∀ a b : Fin N, a ≠ b → χ (Equiv.swap a b) = 1
  · left
    intro σ
    refine Perm.swap_induction_on σ (map_one χ) ?_
    intro f a b hab hf
    rw [map_mul, h a b hab, hf, one_mul]
  · right
    push Not at h
    obtain ⟨a, b, hab, hne⟩ := h
    -- a transposition squares to the identity, so its value, if not 1, is -1
    have hsq : χ (Equiv.swap a b) * χ (Equiv.swap a b) = 1 := by
      rw [← map_mul, Equiv.swap_mul_self, map_one]
    have hneg : χ (Equiv.swap a b) = -1 := (mul_self_eq_one_iff.1 hsq).resolve_left hne
    intro σ
    refine Perm.swap_induction_on σ (by simp) ?_
    intro f c d hcd hf
    -- all transpositions are conjugate and share this value
    have hc : χ (Equiv.swap a b) = χ (Equiv.swap c d) :=
      isConj_iff_eq.1 (χ.map_isConj (Perm.isConj_swap hab hcd))
    rw [map_mul, ← hc, hneg, hf, Perm.sign_mul, Perm.sign_swap hcd]
    simp

/-- If an exchange-invariant Hamiltonian has a one-dimensional eigenspace, then either all
wavefunctions in it are symmetric or all of them are antisymmetric. -/
theorem symmetric_or_antisymmetric [Fintype X] {H : Matrix (Fin N → X) (Fin N → X) ℂ} {E : ℂ}
    (hH : ExchangeInvariant H) (hE : Module.finrank ℂ (level H E) = 1) :
    (∀ F ∈ level H E, IsSymmetric F) ∨ (∀ F ∈ level H E, IsAntisymmetric F) := by
  obtain ⟨⟨G, hG⟩, hne, hspan⟩ := finrank_eq_one_iff'.1 hE
  have hG0 : G ≠ 0 := fun h => hne (Subtype.ext h)
  have span : ∀ F ∈ level H E, ∃ c : ℂ, c • G = F := fun F hF => by
    obtain ⟨c, hc⟩ := hspan ⟨F, hF⟩
    exact ⟨c, congrArg Subtype.val hc⟩
  -- permuting `G` stays in the level, which `G` spans, hence gives a multiple of `G`
  have stays : ∀ σ, permute σ G ∈ level H E := fun σ => by
    rw [mem_level, hH, mem_level.1 hG]
    rfl
  choose c hc using fun σ => span _ (stays σ)
  have inj := smul_left_injective ℂ hG0
  let χ : Perm (Fin N) →* ℂ :=
    { toFun := c
      map_one' := inj (by
        show c 1 • G = (1 : ℂ) • G
        rw [hc, one_smul]
        rfl)
      map_mul' := fun σ τ => inj (by
        show c (σ * τ) • G = (c σ * c τ) • G
        have h : permute (σ * τ) G = permute σ (permute τ G) := rfl
        rw [hc, h, ← hc τ, mul_comm, mul_smul, hc σ]
        rfl) }
  have act : ∀ F ∈ level H E, ∀ σ, permute σ F = c σ • F := fun F hF σ => by
    obtain ⟨a, rfl⟩ := span F hF
    rw [smul_comm, hc]
    rfl
  rcases character_trivial_or_sign χ with h | h
  · left
    intro F hF σ
    rw [act F hF σ, show c σ = 1 from h σ, one_smul]
  · right
    intro F hF σ
    rw [act F hF σ, show c σ = _ from h σ]

/-- For two or more particles, a nonzero wavefunction is not both symmetric and
antisymmetric. -/
theorem not_both (hN : 2 ≤ N) {F : (Fin N → X) → ℂ} (hF : F ≠ 0) :
    ¬ (IsSymmetric F ∧ IsAntisymmetric F) := by
  rintro ⟨hS, hA⟩
  have hne : (⟨0, by omega⟩ : Fin N) ≠ ⟨1, by omega⟩ := by simp
  have h := hA (Equiv.swap ⟨0, by omega⟩ ⟨1, by omega⟩)
  rw [hS, Perm.sign_swap hne] at h
  apply hF
  funext x
  have hx : F x = -F x := by simpa using congrFun h x
  show F x = 0
  linear_combination hx / 2

/-- If an eigenfunction of an exchange-invariant Hamiltonian is neither symmetric nor
antisymmetric, its level is at least twofold degenerate. -/
theorem degenerate_of_mixed [Fintype X] {H : Matrix (Fin N → X) (Fin N → X) ℂ} {E : ℂ}
    (hH : ExchangeInvariant H) {F : (Fin N → X) → ℂ} (hF : F ∈ level H E)
    (hS : ¬ IsSymmetric F) (hA : ¬ IsAntisymmetric F) :
    2 ≤ Module.finrank ℂ (level H E) := by
  have hF0 : F ≠ 0 := by
    rintro rfl
    exact hS fun σ => rfl
  have hpos : 0 < Module.finrank ℂ (level H E) :=
    Module.finrank_pos_iff_exists_ne_zero.2 ⟨⟨F, hF⟩, fun h => hF0 (congrArg Subtype.val h)⟩
  have hone : Module.finrank ℂ (level H E) ≠ 1 := fun h =>
    (symmetric_or_antisymmetric hH h).elim (fun k => hS (k F hF)) (fun k => hA (k F hF))
  omega

/-- The matrix that exchanges two particles, each with the states 0 and 1. -/
def exchange : Matrix (Fin 2 → Fin 2) (Fin 2 → Fin 2) ℂ := fun x y =>
  if y = x ∘ Equiv.swap 0 1 then 1 else 0

/-- The exchange matrix acts on wavefunctions as the transposition of the two particles. -/
theorem exchange_mulVec (F : (Fin 2 → Fin 2) → ℂ) :
    exchange *ᵥ F = permute (Equiv.swap 0 1) F := by
  funext x
  simp only [exchange, permute, Matrix.mulVec, dotProduct, ite_mul, one_mul, zero_mul,
    Finset.sum_ite_eq', Finset.mem_univ, if_true]

/-- The exchange matrix is exchange invariant, and its level -1 is one-dimensional, spanned
by the difference of the two particles' state labels. -/
theorem exchange_witness :
    ExchangeInvariant exchange ∧
    level exchange (-1) = Submodule.span ℂ {fun x => ((x 0 : ℕ) : ℂ) - ((x 1 : ℕ) : ℂ)} ∧
    Module.finrank ℂ (level exchange (-1)) = 1 := by
  have hspan : level exchange (-1) =
      Submodule.span ℂ {fun x => ((x 0 : ℕ) : ℂ) - ((x 1 : ℕ) : ℂ)} := by
    ext F
    rw [mem_level, exchange_mulVec, Submodule.mem_span_singleton]
    constructor
    · intro h
      -- the eigenvalue equation, configuration by configuration
      have hx : ∀ a b : Fin 2, F ![b, a] = -F ![a, b] := fun a b => by
        have e : ![a, b] ∘ (Equiv.swap 0 1 : Perm (Fin 2)) = ![b, a] := by
          ext i; fin_cases i <;> simp
        rw [← e]
        simpa [permute] using congrFun h ![a, b]
      have f00 : F ![0, 0] = 0 := by linear_combination hx 0 0 / 2
      have f01 : F ![0, 1] = -F ![1, 0] := hx 1 0
      have f11 : F ![1, 1] = 0 := by linear_combination hx 1 1 / 2
      refine ⟨F ![1, 0], funext fun x => ?_⟩
      have eta : x = ![x 0, x 1] := by
        ext i; fin_cases i <;> rfl
      rw [eta]
      generalize x 0 = a, x 1 = b
      fin_cases a <;> fin_cases b <;> simp [f00, f01, f11]
    · rintro ⟨c, rfl⟩
      funext x
      show c * (((x (Equiv.swap 0 1 0) : ℕ) : ℂ) - ((x (Equiv.swap 0 1 1) : ℕ) : ℂ)) =
        -1 * (c * (((x 0 : ℕ) : ℂ) - ((x 1 : ℕ) : ℂ)))
      rw [Equiv.swap_apply_left, Equiv.swap_apply_right]
      ring
  refine ⟨fun σ F => ?_, hspan, ?_⟩
  · rw [exchange_mulVec, exchange_mulVec]
    have h : Equiv.swap 0 1 * σ = σ * Equiv.swap 0 1 := by
      revert σ
      decide
    exact congrArg (fun τ => permute τ F) h
  · rw [hspan]
    exact finrank_span_singleton fun h => by simpa using congrFun h ![1, 0]

end

end ExchangeSymmetry
```

```lean
#print axioms ExchangeSymmetry.exchangeInvariant_iff
#print axioms ExchangeSymmetry.symmetric_or_antisymmetric
#print axioms ExchangeSymmetry.not_both
#print axioms ExchangeSymmetry.degenerate_of_mixed
```

```
'ExchangeSymmetry.exchangeInvariant_iff' depends on axioms: [propext, Classical.choice, Quot.sound]
'ExchangeSymmetry.symmetric_or_antisymmetric' depends on axioms: [propext, Classical.choice, Quot.sound]
'ExchangeSymmetry.not_both' depends on axioms: [propext, Classical.choice, Quot.sound]
'ExchangeSymmetry.degenerate_of_mixed' depends on axioms: [propext, Classical.choice, Quot.sound]
```

## How the Lean proof is put together

`exchangeInvariant_iff` follows the two computations above. `Pi.single` is the function \(\delta_y\), and `Fintype.sum_equiv` performs the change of summation variable.

`character_trivial_or_sign` treats the numbers \(c(\sigma)\) on their own, as a multiplicative map `χ`. It asks whether every transposition has value 1. If so, `Perm.swap_induction_on` builds up any permutation from transpositions and the value stays 1. If not, some transposition has a value other than 1, which `hsq` forces to be \(-1\). `Perm.isConj_swap` carries this value to all transpositions, and the same induction yields the sign.

In `symmetric_or_antisymmetric`, `finrank_eq_one_iff'` supplies the spanning function `G`. The step `stays` shows that \(P_\sigma G\) remains in the level, and `choose` collects the factors into a function `c`. To prove that `c` is multiplicative, Lean compares multiples of `G`; `inj` then cancels `G`, which is allowed because it is nonzero. Finally, `act` extends the factors from `G` to the whole level, and the two cases of the character lemma give the two alternatives.

`not_both` evaluates the two definitions on the transposition of particles 0 and 1. `degenerate_of_mixed` excludes dimensions zero and one, leaving `omega` to conclude.

The last theorem, `exchange_witness`, gives a case where the hypotheses are met. The matrix `exchange` is the operator that swaps two two-state particles, not a Coulomb exchange integral. It is exchange invariant because the permutations of two labels commute, which `decide` verifies. At eigenvalue \(-1\) the equation reads \(F(b,a)=-F(a,b)\), so \(F(0,0)=F(1,1)=0\) and \(F(0,1)=-F(1,0)\). One free number remains, and the level is spanned by \(x_0-x_1\). This function has norm \(\sqrt2\); normalised, it takes the values \(-1/\sqrt2\) at \((0,1)\) and \(1/\sqrt2\) at \((1,0)\), the familiar antisymmetric combination.
